# Symmetry indicators defined by the rational span of elementary band representations form a finite group

After computing the irreps of an isolated set of bands at the high-symmetry momenta, a code reduces their multiplicities modulo the elementary band representations (EBRs) and reports a few integers, each modulo a fixed number. That output format presumes that the group of possible answers is finite.

Let $n$ be the number of irrep multiplicities recorded, and let $a_i\in\mathbb Z^n$ be the vectors of the EBRs. Define

$$L=\Big\{\sum_i c_i a_i : c_i\in\mathbb Z\Big\},\qquad M=\mathbb Z^n\cap\operatorname{span}_{\mathbb Q}\{a_i\},$$

with finite sums. Then $M/L$, the indicator group, is finite, and its order $N$ satisfies $Nx\in L$ for every $x\in M$.

## Reducing a band vector to residues

For non-interacting bands whose vector lies in $M$, a nonzero class in $M/L$ rules out a decomposition into EBRs, even with negative integer coefficients. A code can obtain the moduli from the Smith normal form of the matrix of EBR vectors: they are the nonzero diagonal entries greater than one. It should first check that the vector has rational coefficients in the EBRs. If it has none, its class in $\mathbb Z^n/L$ has infinite order, and residues alone do not describe it.

## From rational coefficients to a finite quotient

Each $a_i$ is an integer vector in the rational span, so $L\subseteq M$.

Take $x\in M$ and write $x=\sum_i q_i a_i$ as a finite sum with rational $q_i$. Let $k>0$ be the product of the denominators. Every $kq_i$ is an integer, so $kx\in L$. Conversely, if $x\in\mathbb Z^n$ and $kx\in L$ with $k>0$, then $x=k^{-1}(kx)$ lies in the rational span. Hence

$$x\in M\iff kx\in L\ \text{for some integer } k>0.$$

The right-hand side says that the class of $x$ in $\mathbb Z^n/L$ has finite order.

As a subgroup of $\mathbb Z^n$, $M$ has finitely many generators $m_1,\dots,m_r$. Choose $k_s>0$ with $k_s m_s\in L$. Modulo $L$, each coefficient of $m_s$ can be reduced to one of $0,\dots,k_s-1$, so $M/L$ has at most $\prod_s k_s$ elements. In a finite group of order $N$, $N$ copies of any element give zero, so $Nx\in L$ for all $x\in M$.

**One multiplicity.** For $n=1$ and a single generator $d>0$, $M=\mathbb Z$ and $L=d\mathbb Z$, so the indicator is an integer modulo $d$. For $d=0$, both $M$ and $L$ are zero and the indicator group has one element, although $\mathbb Z/L$ is infinite.

**A parity.** Take $a_0=(1,1)$ and $a_1=(2,0)$. Both have even coordinate sum, hence so does every vector in $L$. Conversely, if $x_0+x_1=2r$, then $x=x_1a_0+(r-x_1)a_1$. Since $2x$ always has even sum, $M=\mathbb Z^2$, and the indicator is the parity of $x_0+x_1$.

## The Lean file

```lean
import Mathlib

namespace SymmetryIndicators

variable {ι κ : Type*}

/-- The vector of integer irrep multiplicities, read as a vector with rational entries. -/
def toRat : (κ → ℤ) →+ (κ → ℚ) where
  toFun x j := (x j : ℚ)
  map_zero' := by ext j; simp
  map_add' x y := by ext j; simp

/-- The lattice `L` of all integer combinations of the elementary band representations `a i`. -/
def ebrLattice (a : ι → κ → ℤ) : AddSubgroup (κ → ℤ) :=
  AddSubgroup.closure (Set.range a)

/-- The lattice `M` of integer vectors in the rational span of the elementary band
representations. -/
def bandLattice (a : ι → κ → ℤ) : AddSubgroup (κ → ℤ) :=
  (Submodule.span ℚ (Set.range fun i => toRat (a i))).toAddSubgroup.comap toRat

/-- The symmetry-indicator group, the quotient `M / L`. -/
abbrev IndicatorGroup (a : ι → κ → ℤ) :=
  bandLattice a ⧸ (ebrLattice a).addSubgroupOf (bandLattice a)

/-- Every integer combination of elementary band representations lies in `M`. -/
theorem ebrLattice_le_bandLattice (a : ι → κ → ℤ) : ebrLattice a ≤ bandLattice a := by
  refine (AddSubgroup.closure_le _).2 ?_
  rintro _ ⟨i, rfl⟩
  exact Submodule.subset_span ⟨i, rfl⟩

/-- Clearing denominators: a rational combination of elementary band representations becomes
an integer combination after multiplication by some positive integer. -/
theorem clear_denominators (a : ι → κ → ℤ) {y : κ → ℚ}
    (hy : y ∈ Submodule.span ℚ (Set.range fun i => toRat (a i))) :
    ∃ k : ℕ, 0 < k ∧ ∃ z ∈ ebrLattice a, ∀ j, (k : ℚ) * y j = (z j : ℚ) := by
  induction hy using Submodule.span_induction with
  | mem y h =>
    obtain ⟨i, rfl⟩ := h
    exact ⟨1, one_pos, a i, AddSubgroup.subset_closure ⟨i, rfl⟩, fun j => by simp [toRat]⟩
  | zero => exact ⟨1, one_pos, 0, zero_mem _, fun j => by simp⟩
  | add y w _ _ hy hw =>
    -- the product of the two denominators serves for the sum
    obtain ⟨k, hk, z, hz, e⟩ := hy
    obtain ⟨l, hl, u, hu, f⟩ := hw
    refine ⟨k * l, Nat.mul_pos hk hl, l • z + k • u,
      add_mem (nsmul_mem hz l) (nsmul_mem hu k), fun j => ?_⟩
    have h : (l • z + k • u) j = (l : ℤ) * z j + (k : ℤ) * u j := by simp
    rw [h, Pi.add_apply]
    push_cast
    linear_combination (l : ℚ) * e j + (k : ℚ) * f j
  | smul q y _ hy =>
    -- a rational coefficient contributes its own denominator
    obtain ⟨k, hk, z, hz, e⟩ := hy
    refine ⟨q.den * k, Nat.mul_pos q.den_pos hk, q.num • z, zsmul_mem hz _, fun j => ?_⟩
    have h : (q.num • z) j = q.num * z j := by simp
    have hq : q * (q.den : ℚ) = (q.num : ℚ) := Rat.mul_den_eq_num q
    rw [h, Pi.smul_apply, smul_eq_mul]
    push_cast
    linear_combination ((k : ℚ) * y j) * hq + (q.num : ℚ) * e j

/-- An integer vector lies in `M` exactly when some positive number of copies of it is an
integer combination of elementary band representations. -/
theorem mem_bandLattice_iff (a : ι → κ → ℤ) (x : κ → ℤ) :
    x ∈ bandLattice a ↔ ∃ k : ℕ, 0 < k ∧ k • x ∈ ebrLattice a := by
  constructor
  · intro hx
    obtain ⟨k, hk, z, hz, e⟩ := clear_denominators a (y := toRat x) hx
    have hkz : k • x = z := by
      ext j
      have h : (k : ℚ) * (x j : ℚ) = (z j : ℚ) := e j
      have h' : (k : ℤ) * x j = z j := by exact_mod_cast h
      simpa using h'
    exact ⟨k, hk, hkz ▸ hz⟩
  · rintro ⟨k, hk, h⟩
    have hM : toRat (k • x) ∈ Submodule.span ℚ (Set.range fun i => toRat (a i)) :=
      ebrLattice_le_bandLattice a h
    have hk' : (k : ℚ) ≠ 0 := by exact_mod_cast hk.ne'
    -- divide by `k` inside the rational span
    have e : toRat x = (k : ℚ)⁻¹ • toRat (k • x) := by
      rw [map_nsmul, ← Nat.cast_smul_eq_nsmul ℚ, smul_smul, inv_mul_cancel₀ hk', one_smul]
    change toRat x ∈ Submodule.span ℚ (Set.range fun i => toRat (a i))
    rw [e]
    exact Submodule.smul_mem _ _ hM

/-- Among all integer vectors modulo `L`, the classes of finite order are exactly those of
vectors in `M`. -/
theorem finite_order_iff_mem_bandLattice (a : ι → κ → ℤ) (x : κ → ℤ) :
    IsOfFinAddOrder (QuotientAddGroup.mk x : (κ → ℤ) ⧸ ebrLattice a) ↔
      x ∈ bandLattice a := by
  rw [isOfFinAddOrder_iff_nsmul_eq_zero, mem_bandLattice_iff]
  exact exists_congr fun k => and_congr_right fun _ =>
    QuotientAddGroup.eq_zero_iff (k • x)

/-- No element of the symmetry-indicator group has infinite order. -/
theorem indicator_finite_order (a : ι → κ → ℤ) (g : IndicatorGroup a) :
    IsOfFinAddOrder g := by
  obtain ⟨x, rfl⟩ := QuotientAddGroup.mk_surjective g
  obtain ⟨k, hk, h⟩ := (mem_bandLattice_iff a x).1 x.2
  rw [isOfFinAddOrder_iff_nsmul_eq_zero]
  exact ⟨k, hk, (QuotientAddGroup.eq_zero_iff (k • x)).2 (AddSubgroup.mem_addSubgroupOf.2 h)⟩

/-- With finitely many irrep multiplicities, the symmetry-indicator group `M / L` is finite. -/
theorem indicatorGroup_finite [Finite κ] (a : ι → κ → ℤ) : Finite (IndicatorGroup a) := by
  -- `M` is finitely generated, being a subgroup of a lattice of finite rank
  have hM : Module.Finite ℤ (bandLattice a) :=
    Module.Finite.of_injective (bandLattice a).subtype.toIntLinearMap Subtype.val_injective
  have hQ : Module.Finite ℤ (IndicatorGroup a) :=
    Module.Finite.of_surjective
      (QuotientAddGroup.mk' ((ebrLattice a).addSubgroupOf (bandLattice a))).toIntLinearMap
      (QuotientAddGroup.mk'_surjective _)
  -- a finitely generated abelian group without elements of infinite order is finite
  refine Module.finite_of_fg_torsion (IndicatorGroup a) ?_
  intro g
  obtain ⟨n, hn, h⟩ := isOfFinAddOrder_iff_nsmul_eq_zero.1 (indicator_finite_order a g)
  refine ⟨⟨(n : ℤ), mem_nonZeroDivisors_of_ne_zero (by omega)⟩, ?_⟩
  change (n : ℤ) • g = 0
  rw [natCast_zsmul]
  exact h

/-- With finitely many irrep multiplicities, the order of the indicator group is a positive
integer, and that many copies of any vector in `M` form an integer combination of elementary
band representations. -/
theorem card_copies_mem_ebrLattice [Finite κ] (a : ι → κ → ℤ) :
    0 < Nat.card (IndicatorGroup a) ∧
      ∀ x ∈ bandLattice a, Nat.card (IndicatorGroup a) • x ∈ ebrLattice a := by
  have := indicatorGroup_finite a
  refine ⟨Nat.card_pos, fun x hx => ?_⟩
  have h : Nat.card (IndicatorGroup a) •
      (QuotientAddGroup.mk ⟨x, hx⟩ : IndicatorGroup a) = 0 := card_nsmul_eq_zero'
  exact AddSubgroup.mem_addSubgroupOf.1 ((QuotientAddGroup.eq_zero_iff
    (Nat.card (IndicatorGroup a) • (⟨x, hx⟩ : bandLattice a))).1 h)

/-- Two model generators with irrep multiplicities `(1, 1)` and `(2, 0)`. -/
def parityModel : Fin 2 → Fin 2 → ℤ := ![![1, 1], ![2, 0]]

/-- For the generators `(1, 1)` and `(2, 0)`, every integer vector lies in `M`, but only those
with an even sum of multiplicities lie in `L`. -/
theorem parityModel_indicator :
    (∀ x, x ∈ bandLattice parityModel) ∧
      ∀ x, x ∈ ebrLattice parityModel ↔ Even (x 0 + x 1) := by
  have hL : ∀ x, x ∈ ebrLattice parityModel ↔ Even (x 0 + x 1) := by
    intro x
    constructor
    · intro h
      unfold ebrLattice at h
      induction h using AddSubgroup.closure_induction with
      | mem x h =>
        obtain ⟨i, rfl⟩ := h
        fin_cases i <;> exact ⟨1, rfl⟩
      | zero => exact ⟨0, rfl⟩
      | add x y _ _ hx hy =>
        obtain ⟨r, hr⟩ := hx
        obtain ⟨s, hs⟩ := hy
        exact ⟨r + s, by simp only [Pi.add_apply]; omega⟩
      | neg x _ hx =>
        obtain ⟨r, hr⟩ := hx
        exact ⟨-r, by simp only [Pi.neg_apply]; omega⟩
    · rintro ⟨r, hr⟩
      -- the explicit decomposition into the two generators
      have e : x = x 1 • parityModel 0 + (r - x 1) • parityModel 1 := by
        ext j
        fin_cases j <;> simp [parityModel]
        omega
      have hg : ∀ i, parityModel i ∈ ebrLattice parityModel := fun i =>
        AddSubgroup.subset_closure (Set.mem_range_self i)
      rw [e]
      exact add_mem (zsmul_mem (hg 0) _) (zsmul_mem (hg 1) _)
  refine ⟨fun x => (mem_bandLattice_iff _ x).2 ⟨2, two_pos, (hL _).2 ⟨x 0 + x 1, ?_⟩⟩, hL⟩
  rw [two_nsmul]
  simp only [Pi.add_apply]
  ring

end SymmetryIndicators
```

```lean
#print axioms SymmetryIndicators.finite_order_iff_mem_bandLattice
-- 'SymmetryIndicators.finite_order_iff_mem_bandLattice' depends on axioms: [propext, Classical.choice, Quot.sound]
#print axioms SymmetryIndicators.indicatorGroup_finite
-- 'SymmetryIndicators.indicatorGroup_finite' depends on axioms: [propext, Classical.choice, Quot.sound]
#print axioms SymmetryIndicators.card_copies_mem_ebrLattice
-- 'SymmetryIndicators.card_copies_mem_ebrLattice' depends on axioms: [propext, Classical.choice, Quot.sound]
#print axioms SymmetryIndicators.parityModel_indicator
-- 'SymmetryIndicators.parityModel_indicator' depends on axioms: [propext, Classical.choice, Quot.sound]
```

## What is guaranteed, and for which band structures

The type `κ` labels the multiplicities, `ι` labels the EBRs, and `a i j` is entry $j$ of $a_i$. `ebrLattice` is $L$; `bandLattice` is $M$, the integer vectors that `toRat` sends into the rational span. `IndicatorGroup` is the quotient itself. `[Finite κ]` expresses finite $n$; `ι` may be infinite.

`clear_denominators` builds $k$ by induction over the span: a sum takes the product of two denominators, and a rational factor contributes its own. `mem_bandLattice_iff` adds the division by $k$, and `finite_order_iff_mem_bandLattice` restates the result in $\mathbb Z^n/L$. `indicator_finite_order` needs no finiteness of `κ`. `indicatorGroup_finite` combines it with finite generation of $M$, using a Mathlib theorem in place of the count of remainders. `card_copies_mem_ebrLattice` gives the statement about $N$, and `parityModel_indicator` the parity example.

The vectors `a i` are arbitrary: no space group or EBR table enters. In applications, $M$ is often defined instead as the integer solutions of the compatibility relations. Identifying that lattice with the $M$ used here requires the EBRs to span all solutions over $\mathbb Q$, which must be established for the symmetry setting at hand.

Both lattices allow negative entries, so membership in $M$ does not make a vector a physical band structure. Nor does a zero indicator show that bands are topologically trivial, since only irrep multiplicities are compared.
